# A determinant with alpha and beta projectors P and Q has negative spin population in some orbital exactly when Tr Q − Tr PQ ≠ 0

## Can negative spin population appear without contamination?

I describe a single determinant by the orthogonal projectors $P$ and $Q$ onto its occupied alpha and beta spaces in $\mathbb{C}^n$, and I let "orbital" mean any vector $x$, not only a basis function. Its spin population is then $\langle x,(P-Q)x\rangle$. With at least as many alpha as beta electrons, the spin contamination of the determinant is $\operatorname{Tr}Q-\operatorname{Tr}PQ$.

For a planar radical, my unrestricted calculation gives negative spin density at the protons, and it is also spin-contaminated. The high-spin restricted open-shell determinant has neither feature. Is that a coincidence of this molecule, or could some unrestricted determinant have negative populations while $\operatorname{Tr}Q-\operatorname{Tr}PQ$ is zero? And could it be contaminated with no negative population anywhere?

## Neither can happen, provided every orbital is tested

Both quantities are defined below as real parts of complex numbers, and for projectors those numbers turn out to be real, so nothing is lost. Write

$$c=\operatorname{Tr}Q-\operatorname{Tr}PQ .$$

The freedom in $x$ matters. With $P$ projecting onto $(1,1)/\sqrt2$ and $Q$ onto $(1,-1)/\sqrt2$, both basis orbitals have population $0$ although $c=1$; the negative population, $-1$, sits in $(1,-1)/\sqrt2$.

### A squared norm and a sum over columns

Let $R=(1-P)Q=Q-PQ$, the part of the beta density that leaves the alpha space. Since $P$ and $Q$ are Hermitian and idempotent,

$$R^\dagger R=Q(1-P)(1-P)Q=Q(1-P)Q=Q-QPQ .$$

The trace is cyclic, so $\operatorname{Tr}QPQ=\operatorname{Tr}PQQ=\operatorname{Tr}PQ$. Hence

$$c=\operatorname{Tr}R^\dagger R=\sum_{j}\sum_{i}|R_{ij}|^2\ge 0 .$$

Suppose first that no population is negative. Let $q_i$ be the $i$-th column of $Q$. Then

$$\sum_i\langle q_i,(P-Q)q_i\rangle=\operatorname{Tr}\big((P-Q)QQ^\dagger\big)=\operatorname{Tr}PQ-\operatorname{Tr}Q=-c .$$

The left side is nonnegative, so $c\le 0$, and with $c\ge0$ this gives $c=0$.

Suppose conversely that $c=0$. Every entry of $R$ vanishes, so $PQ=Q$, and the adjoint gives $QP=Q$. Therefore

$$(P-Q)^2=P-PQ-QP+Q=P-Q .$$

As $P-Q$ is Hermitian, $\langle x,(P-Q)x\rangle=\|(P-Q)x\|^2\ge0$ for every $x$.

The columns $q_i$ are generally not normalised. This does no harm: a vector with negative population is nonzero, and dividing it by its norm divides the population by $\|x\|^2>0$, which keeps the sign.

Orthonormal beta orbitals give a quantitative version. Let them be the columns $v_i$ of a matrix $C$, so that $C^\dagger C=1$ and $Q=CC^\dagger$. The same trace gives

$$\sum_i\langle v_i,(P-Q)v_i\rangle=-c .$$

With $N_\beta\ge1$ beta electrons, at least one of these normalised orbitals has population at most the average, $-c/N_\beta$.

### Projectors, real parts and arbitrary orbitals

In the Lean file, `IsProjector P` says that the complex matrix `P` is Hermitian (`herm`) and idempotent (`idem`): its eigenvalues, the occupation numbers, are then 0 or 1, as in one determinant. The index type `n` labels a finite orthonormal basis; densities in an overlapping atomic basis must first be transformed to an orthonormal one.

`spinPopulation P Q x` is the real part of $\langle x,(P-Q)x\rangle$, alpha minus beta, with `star x` supplying the conjugate in the first slot. `contamination P Q` is the real part of $c$.

The theorem `spinPopulation_nonneg_iff` says that, for two projectors, the population is nonnegative for all `x` if and only if the contamination is zero. `contamination_ne_zero_iff` says that it is nonzero if and only if some `x` with `star x ⬝ᵥ x = 1` has negative population.

In `sum_beta_spinPopulation` and `exists_beta_spinPopulation_le`, the type `m` labels the beta electrons and `hC` is orthonormality. Here `P` may be any matrix, though for a general one `contamination` can be negative. The second theorem also needs at least one beta electron, which is `[Nonempty m]`.

No spin operator occurs in the file, so the link to $\langle S^2\rangle$ comes from the usual determinant formula $\langle S^2\rangle=M_S(M_S+1)+c$, with $M_S=(N_\alpha-N_\beta)/2$. For $N_\alpha\ge N_\beta$, $c$ is the familiar spin contamination. With more beta than alpha electrons, $c$ is positive even for a pure spin state, such as a single beta electron.

For hyperfine work with one determinant in a finite basis, this bears on the Fermi contact term: the spin density at a nucleus is a quadratic form of $P-Q$, so a negative value there requires $c>0$. The converse concerns some orbital, not a chosen nucleus.

```lean
import Mathlib

open Matrix

namespace NegativeSpinPopulation

noncomputable section

variable {n m : Type*} [Fintype n] [Fintype m]

/-- An orthogonal projector: a Hermitian idempotent complex matrix. -/
structure IsProjector (P : Matrix n n ℂ) : Prop where
  herm : Pᴴ = P
  idem : P * P = P

/-- The spin population of the orbital `x`: the real part of `⟨x, (P - Q) x⟩`, with `P` the
alpha and `Q` the beta density matrix. -/
def spinPopulation (P Q : Matrix n n ℂ) (x : n → ℂ) : ℝ :=
  (star x ⬝ᵥ ((P - Q) *ᵥ x)).re

/-- The real part of `Tr Q - Tr PQ`. For a determinant with alpha and beta projectors `P` and `Q`
and at least as many alpha as beta electrons, this is the spin contamination. -/
def contamination (P Q : Matrix n n ℂ) : ℝ :=
  (Q.trace - (P * Q).trace).re

/-- For orthogonal projectors `P` and `Q`, the expectation value `⟨x, (P - Q) x⟩` is real and
equals the spin population. -/
theorem expectation_eq_spinPopulation {P Q : Matrix n n ℂ} (hP : IsProjector P)
    (hQ : IsProjector Q) (x : n → ℂ) :
    star x ⬝ᵥ ((P - Q) *ᵥ x) = (spinPopulation P Q x : ℂ) := by
  have hM : (P - Q)ᴴ = P - Q := by
    rw [Matrix.conjTranspose_sub, hP.herm, hQ.herm]
  have h : star x ⬝ᵥ ((P - Q) *ᵥ x) = star (star ((P - Q) *ᵥ x) ⬝ᵥ x) :=
    Matrix.star_dotProduct _ _
  rw [Matrix.star_mulVec, ← Matrix.dotProduct_mulVec, hM] at h
  exact (Complex.conj_eq_iff_re.mp h.symm).symm

/-- For orthogonal projectors, `Tr Q - Tr PQ` is the sum of the squared moduli of the entries of
`(1 - P) Q`, the part of the beta density that leaves the alpha space. -/
theorem trace_sub_trace_eq_sum {P Q : Matrix n n ℂ} (hP : IsProjector P)
    (hQ : IsProjector Q) :
    Q.trace - (P * Q).trace =
      ((∑ j, ∑ i, Complex.normSq ((Q - P * Q) i j) : ℝ) : ℂ) := by
  have h : (Q - P * Q)ᴴ * (Q - P * Q) = Q - Q * P * Q := by
    rw [Matrix.conjTranspose_sub, Matrix.conjTranspose_mul, hP.herm, hQ.herm]
    calc (Q - Q * P) * (Q - P * Q)
        = Q * Q - Q * P * Q - Q * P * Q + Q * (P * P) * Q := by noncomm_ring
      _ = Q - Q * P * Q := by rw [hP.idem, hQ.idem]; abel
  have ht : (Q * P * Q).trace = (P * Q).trace := by
    rw [Matrix.trace_mul_comm (Q * P) Q, ← Matrix.mul_assoc, hQ.idem,
      Matrix.trace_mul_comm Q P]
  rw [← ht, ← Matrix.trace_sub, ← h]
  simp only [Matrix.trace, Matrix.diag_apply, Matrix.mul_apply (M := (Q - P * Q)ᴴ),
    Matrix.conjTranspose_apply, Complex.ofReal_sum]
  refine Finset.sum_congr rfl fun j _ => Finset.sum_congr rfl fun i _ => ?_
  exact Complex.normSq_eq_conj_mul_self.symm

/-- The spin populations of the columns of any matrix `C` add up to the real part of
`Tr ((P - Q) C C†)`. -/
theorem sum_spinPopulation_columns (P Q : Matrix n n ℂ) (C : Matrix n m ℂ) :
    ∑ i, spinPopulation P Q (fun a => C a i) = ((P - Q) * (C * Cᴴ)).trace.re := by
  rw [← Matrix.mul_assoc, Matrix.trace_mul_comm, Matrix.trace, Complex.re_sum]
  rfl

/-- For orthogonal projectors `P` and `Q`, the spin population is nonnegative in every orbital if
and only if `contamination P Q` vanishes. -/
theorem spinPopulation_nonneg_iff {P Q : Matrix n n ℂ} (hP : IsProjector P)
    (hQ : IsProjector Q) :
    (∀ x, 0 ≤ spinPopulation P Q x) ↔ contamination P Q = 0 := by
  have hc : contamination P Q = ∑ j, ∑ i, Complex.normSq ((Q - P * Q) i j) := by
    rw [contamination, trace_sub_trace_eq_sum hP hQ, Complex.ofReal_re]
  have hin : ∀ j, 0 ≤ ∑ i, Complex.normSq ((Q - P * Q) i j) :=
    fun j => Finset.sum_nonneg fun i _ => Complex.normSq_nonneg _
  constructor
  · intro h
    -- the columns of `Q` have total spin population minus the contamination
    have hs := sum_spinPopulation_columns P Q Q
    rw [hQ.herm, hQ.idem, Matrix.sub_mul, hQ.idem, Matrix.trace_sub, Complex.sub_re] at hs
    have h1 : 0 ≤ ∑ i, spinPopulation P Q (fun a => Q a i) :=
      Finset.sum_nonneg fun i _ => h _
    have h2 : 0 ≤ contamination P Q := by
      rw [hc]
      exact Finset.sum_nonneg fun j _ => hin j
    have h3 : contamination P Q = Q.trace.re - (P * Q).trace.re := Complex.sub_re _ _
    linarith
  · intro h x
    rw [hc] at h
    -- no part of the beta density leaves the alpha space
    have h0 : Q - P * Q = 0 := by
      ext i j
      have hj := (Finset.sum_eq_zero_iff_of_nonneg (fun j _ => hin j)).mp h j
        (Finset.mem_univ j)
      exact Complex.normSq_eq_zero.mp ((Finset.sum_eq_zero_iff_of_nonneg
        (fun i _ => Complex.normSq_nonneg _)).mp hj i (Finset.mem_univ i))
    have hPQ : P * Q = Q := (sub_eq_zero.mp h0).symm
    have hQP : Q * P = Q := by
      have := congrArg Matrix.conjTranspose hPQ
      rwa [Matrix.conjTranspose_mul, hP.herm, hQ.herm] at this
    -- hence `P - Q` is a projector and its expectation value is a squared norm
    have hM : (P - Q)ᴴ * (P - Q) = P - Q := by
      rw [Matrix.conjTranspose_sub, hP.herm, hQ.herm, Matrix.sub_mul, Matrix.mul_sub,
        Matrix.mul_sub, hP.idem, hQ.idem, hPQ, hQP]
      abel
    have hx : star x ⬝ᵥ ((P - Q) *ᵥ x) = star ((P - Q) *ᵥ x) ⬝ᵥ ((P - Q) *ᵥ x) := by
      rw [Matrix.star_mulVec, ← Matrix.dotProduct_mulVec, Matrix.mulVec_mulVec, hM]
    rw [spinPopulation, hx, dotProduct, Complex.re_sum]
    refine Finset.sum_nonneg fun i _ => ?_
    have hi : star ((P - Q) *ᵥ x) i * ((P - Q) *ᵥ x) i
        = ((Complex.normSq (((P - Q) *ᵥ x) i) : ℝ) : ℂ) :=
      Complex.normSq_eq_conj_mul_self.symm
    rw [hi, Complex.ofReal_re]
    exact Complex.normSq_nonneg _

/-- For orthogonal projectors `P` and `Q`, `contamination P Q` is nonzero if and only if some
normalised orbital has negative spin population. -/
theorem contamination_ne_zero_iff {P Q : Matrix n n ℂ} (hP : IsProjector P)
    (hQ : IsProjector Q) :
    contamination P Q ≠ 0 ↔ ∃ x : n → ℂ, star x ⬝ᵥ x = 1 ∧ spinPopulation P Q x < 0 := by
  rw [Ne, ← spinPopulation_nonneg_iff hP hQ]
  constructor
  · intro h
    push Not at h
    obtain ⟨x, hx⟩ := h
    obtain ⟨N, hN⟩ : ∃ N : ℝ, N = ∑ i, Complex.normSq (x i) := ⟨_, rfl⟩
    have hxx : star x ⬝ᵥ x = (N : ℂ) := by
      rw [hN, Complex.ofReal_sum]
      exact Finset.sum_congr rfl fun i _ => Complex.normSq_eq_conj_mul_self.symm
    have hpos : 0 < N := by
      refine lt_of_le_of_ne (hN ▸ Finset.sum_nonneg fun i _ => Complex.normSq_nonneg _) ?_
      intro h0
      have hx0 : x = 0 := funext fun i => Complex.normSq_eq_zero.mp
        ((Finset.sum_eq_zero_iff_of_nonneg (fun i _ => Complex.normSq_nonneg _)).mp
          (hN.symm.trans h0.symm) i (Finset.mem_univ i))
      rw [hx0] at hx
      simp [spinPopulation] at hx
    -- rescale `x` to unit norm
    have hscale : ∀ (r : ℝ) (y : n → ℂ),
        star ((r : ℂ) • x) ⬝ᵥ ((r : ℂ) • y) = ((r ^ 2 : ℝ) : ℂ) * (star x ⬝ᵥ y) := by
      intro r y
      rw [star_smul, smul_dotProduct, dotProduct_smul, smul_eq_mul, smul_eq_mul,
        show star (r : ℂ) = r from Complex.conj_ofReal r]
      push_cast
      ring
    have hr : ((Real.sqrt N)⁻¹) ^ 2 = N⁻¹ := by
      rw [inv_pow, Real.sq_sqrt hpos.le]
    refine ⟨(((Real.sqrt N)⁻¹ : ℝ) : ℂ) • x, ?_, ?_⟩
    · rw [hscale, hr, hxx, ← Complex.ofReal_mul, inv_mul_cancel₀ hpos.ne',
        Complex.ofReal_one]
    · rw [spinPopulation, Matrix.mulVec_smul, hscale, hr, Complex.re_ofReal_mul]
      exact mul_neg_of_pos_of_neg (inv_pos.mpr hpos) hx
  · rintro ⟨x, -, hx⟩ h
    exact absurd (h x) (not_le_of_gt hx)

/-- If the columns of `C` are orthonormal occupied beta orbitals, their spin populations add up to
minus `contamination P (C * Cᴴ)`. -/
theorem sum_beta_spinPopulation [DecidableEq m] (P : Matrix n n ℂ) (C : Matrix n m ℂ)
    (hC : Cᴴ * C = 1) :
    ∑ i, spinPopulation P (C * Cᴴ) (fun a => C a i) = -contamination P (C * Cᴴ) := by
  have hQ : C * Cᴴ * (C * Cᴴ) = C * Cᴴ := by
    rw [Matrix.mul_assoc, ← Matrix.mul_assoc Cᴴ C Cᴴ, hC, Matrix.one_mul]
  rw [sum_spinPopulation_columns, Matrix.sub_mul, hQ, Matrix.trace_sub, contamination,
    Complex.sub_re, Complex.sub_re]
  ring

/-- Among one or more orthonormal occupied beta orbitals, at least one has a spin population no
greater than minus `contamination P (C * Cᴴ)` divided by the number of beta electrons. -/
theorem exists_beta_spinPopulation_le [DecidableEq m] [Nonempty m] (P : Matrix n n ℂ)
    (C : Matrix n m ℂ) (hC : Cᴴ * C = 1) :
    ∃ i, spinPopulation P (C * Cᴴ) (fun a => C a i)
      ≤ -contamination P (C * Cᴴ) / Fintype.card m := by
  have hm : (Fintype.card m : ℝ) ≠ 0 := Nat.cast_ne_zero.mpr Fintype.card_ne_zero
  have hle : ∑ i, spinPopulation P (C * Cᴴ) (fun a => C a i)
      ≤ ∑ _i : m, -contamination P (C * Cᴴ) / Fintype.card m := by
    rw [sum_beta_spinPopulation P C hC, Finset.sum_const, Finset.card_univ, nsmul_eq_mul,
      mul_div_cancel₀ _ hm]
  obtain ⟨i, -, hi⟩ := Finset.exists_le_of_sum_le Finset.univ_nonempty hle
  exact ⟨i, hi⟩

/-- One alpha electron in the first of two orbitals and one beta electron in the normalised real
combination with coefficients `a`, `b`: both densities are projectors, the contamination is `b²`,
and the second orbital has spin population `-b²`. -/
theorem two_orbital_witness (a b : ℝ) (h : a ^ 2 + b ^ 2 = 1) :
    IsProjector (!![1, 0; 0, 0] : Matrix (Fin 2) (Fin 2) ℂ) ∧
    IsProjector (!![(a : ℂ) * a, a * b; a * b, b * b] : Matrix (Fin 2) (Fin 2) ℂ) ∧
    contamination !![1, 0; 0, 0] !![(a : ℂ) * a, a * b; a * b, b * b] = b ^ 2 ∧
    spinPopulation !![1, 0; 0, 0] !![(a : ℂ) * a, a * b; a * b, b * b] ![0, 1]
      = -b ^ 2 := by
  have hc : (a : ℂ) ^ 2 + (b : ℂ) ^ 2 = 1 := by exact_mod_cast h
  refine ⟨⟨?_, ?_⟩, ⟨?_, ?_⟩, ?_, ?_⟩
  · ext i j
    fin_cases i <;> fin_cases j <;> simp
  · ext i j
    fin_cases i <;> fin_cases j <;> simp [Matrix.mul_apply, Fin.sum_univ_two]
  · ext i j
    fin_cases i <;> fin_cases j <;> simp
  · -- the square is `(a² + b²)` times the matrix itself
    have hs : (!![(a : ℂ) * a, a * b; a * b, b * b] : Matrix (Fin 2) (Fin 2) ℂ)
        * !![(a : ℂ) * a, a * b; a * b, b * b]
        = ((a : ℂ) ^ 2 + (b : ℂ) ^ 2) • !![(a : ℂ) * a, a * b; a * b, b * b] := by
      ext i j
      fin_cases i <;> fin_cases j <;> simp [Matrix.mul_apply, Fin.sum_univ_two] <;> ring
    rw [hs, hc, one_smul]
  · simp [contamination, Matrix.trace_fin_two]
    ring
  · simp [spinPopulation, Matrix.mulVec, dotProduct, Fin.sum_univ_two]
    ring

end

end NegativeSpinPopulation
```

```lean
#print axioms NegativeSpinPopulation.expectation_eq_spinPopulation
-- 'NegativeSpinPopulation.expectation_eq_spinPopulation' depends on axioms: [propext, Classical.choice, Quot.sound]
#print axioms NegativeSpinPopulation.contamination_ne_zero_iff
-- 'NegativeSpinPopulation.contamination_ne_zero_iff' depends on axioms: [propext, Classical.choice, Quot.sound]
#print axioms NegativeSpinPopulation.exists_beta_spinPopulation_le
-- 'NegativeSpinPopulation.exists_beta_spinPopulation_le' depends on axioms: [propext, Classical.choice, Quot.sound]
```

### From the matrix identities to the two implications

`expectation_eq_spinPopulation` shows that the expectation value equals its own conjugate, because $P-Q$ is Hermitian, and is therefore real.

`trace_sub_trace_eq_sum` is the squared-norm formula for $c$. Its `calc` block expands $R^\dagger R$ with `noncomm_ring` and simplifies by idempotence; `Matrix.trace_mul_comm` supplies the cyclic trace. Since the right-hand side is a real sum, the lemma also shows that $c$ is real.

`sum_spinPopulation_columns` is the column sum for an arbitrary matrix `C`, again by cyclicity.

In `spinPopulation_nonneg_iff`, the forward direction applies the column sum to `Q` itself. The facts `h1` (the sum is nonnegative) and `h2` ($c\ge0$) are combined by `linarith`. In the reverse direction, a vanishing sum of nonnegative terms has only vanishing terms; using this for the outer and then the inner sum gives `h0`, which is $R=0$. The steps `hPQ`, `hQP` and `hM` are $PQ=Q$, $QP=Q$ and the projector property of $P-Q$, and `hx` turns the population into a squared norm.

`contamination_ne_zero_iff` negates this equivalence and normalises the vector found. There `N` is $\|x\|^2$, `hpos` shows that it is positive, and `hscale` records how inner products change under real scaling.

`sum_beta_spinPopulation` uses `hC` to show that $CC^\dagger$ is idempotent and then takes the column sum. `exists_beta_spinPopulation_le` compares that sum with $N_\beta$ copies of the average; `Finset.exists_le_of_sum_le` picks out an orbital that is no higher.

### One alpha and one beta electron in two orbitals

Put the alpha electron in the first orbital and the beta electron in $(a,b)=(0.8,\,0.6)$. Then

$$P=\begin{pmatrix}1&0\\0&0\end{pmatrix},\quad
Q=\begin{pmatrix}0.64&0.48\\0.48&0.36\end{pmatrix},\quad
P-Q=\begin{pmatrix}0.36&-0.48\\-0.48&-0.36\end{pmatrix}.$$

Here $\operatorname{Tr}Q=1$ and $\operatorname{Tr}PQ=0.64$, so $c=0.36$. The second orbital has population $-0.36$. The occupied beta orbital has $0.64-1=-0.36$, which is $-c/N_\beta$ with $N_\beta=1$. The lowest population of any normalised orbital is the lower eigenvalue of $P-Q$, namely $-0.6$.

`two_orbital_witness` treats all real $a,b$ with $a^2+b^2=1$: the contamination is $b^2$ and the second orbital has population $-b^2$. Most of it is an entrywise check; idempotence of $Q$ follows because its square is $(a^2+b^2)Q$.

### Fractional occupations break the equivalence

If idempotence is given up for both matrices, the equivalence can fail even when both stay Hermitian with eigenvalues between $0$ and $1$. Take a single orbital with $P=Q=\tfrac12$, half an electron of each spin. Every population is $0$, yet $\operatorname{Tr}Q-\operatorname{Tr}PQ=\tfrac12-\tfrac14=\tfrac14$. For such ensemble or correlated densities, a nonzero value of this measure does not by itself signal negative spin population.
